# Particle-hole symmetry of the Pariser-Parr-Pople Hamiltonian with alternant hopping

Before any symmetry can be stated, one has to decide what an electron operator is. Here it is an element of an algebra with an adjoint, and all that is assumed about the operators is their anticommutation relations. No Fock space is fixed. Accordingly, the particle-hole transformation is a substitution: new operators $d$ are built from the old operators $c$, and the Hamiltonian written in $d$ is compared with the Hamiltonian written in $c$. The substitution replaces each annihilation operator by the creation operator of the same site and spin, multiplied by a sign, plus or minus, that belongs to the site. For real symmetric hopping, a repulsion centred at half filling and no other site energies, the two Hamiltonians are equal when hopping joins only sites of opposite sign.

## Anticommuting modes, with an example

```lean
import Mathlib

open Finset

namespace PPPParticleHole

noncomputable section

variable {κ ι A : Type*} [DecidableEq κ] [Fintype ι] [DecidableEq ι] [Ring A] [StarRing A]
```

`A` is the algebra, in general noncommutative, and `star` is its adjoint, written $^*$ below. The finite type `ι` holds the $L$ sites; `κ` is any set of mode labels.

```lean
/-- The canonical anticommutation relations for annihilation operators `c p`, with
creation operators `star (c p)`. -/
structure IsCAR (c : κ → A) : Prop where
  anti : ∀ p q, c p * c q + c q * c p = 0
  mixed : ∀ p q, c p * star (c q) + star (c q) * c p = if p = q then 1 else 0
```

`IsCAR c` is a proposition with two parts:
$$c_pc_q+c_qc_p=0,\qquad c_pc_q^*+c_q^*c_p=\delta_{pq}.$$

```lean
/-- Adds one fermion mode to `n` given ones, by passing to 2 x 2 block matrices. -/
def addMode {n : ℕ} (c : Fin n → A) : Fin (n + 1) → Matrix (Fin 2) (Fin 2) A :=
  Fin.cons !![0, 1; 0, 0] (fun k => !![c k, 0; 0, -c k])
```

Given modes $c_k$, this defines one new mode and extends the old ones:
$$a=\begin{pmatrix}0&1\\0&0\end{pmatrix},\qquad C_k=\begin{pmatrix}c_k&0\\0&-c_k\end{pmatrix}.$$
The minus sign is the Jordan-Wigner sign.

```lean
/-- If the given modes obey the anticommutation relations, so do the modes after one
more has been added. -/
theorem isCAR_addMode {n : ℕ} {c : Fin n → A} (hc : IsCAR c) : IsCAR (addMode c) := by
  constructor
  · intro p q
    refine Fin.cases ?_ (fun k => ?_) p <;> refine Fin.cases ?_ (fun l => ?_) q <;>
      ext a b <;> fin_cases a <;> fin_cases b <;>
      simp [addMode, hc.anti]
  · have hs : ∀ x y z w : A, star !![x, y; z, w] = !![star x, star z; star y, star w] := by
      intro x y z w
      ext a b
      fin_cases a <;> fin_cases b <;> rfl
    intro p q
    refine Fin.cases ?_ (fun k => ?_) p <;> refine Fin.cases ?_ (fun l => ?_) q
    · ext a b
      fin_cases a <;> fin_cases b <;>
        simp [addMode, hs]
    · ext a b
      fin_cases a <;> fin_cases b <;>
        simp [addMode, hs, (Fin.succ_ne_zero l).symm]
    · ext a b
      fin_cases a <;> fin_cases b <;>
        simp [addMode, hs]
    · have h := hc.mixed k l
      by_cases hkl : k = l
      · subst hkl
        rw [if_pos rfl] at h
        ext a b
        fin_cases a <;> fin_cases b <;>
          simp [addMode, hs, Matrix.mul_apply, Fin.sum_univ_two, h]
      · rw [if_neg hkl] at h
        ext a b
        fin_cases a <;> fin_cases b <;>
          simp [addMode, hs, Matrix.mul_apply, Fin.sum_univ_two, h, hkl]
```

By hand, $a^2=0$ and $aa^*+a^*a=1$. The products $aC_k$ and $C_ka$ have opposite signs and cancel, as do those of $a$ with $C_k^*$. Two old modes give their old anticommutators on the diagonal. Lean follows the same division: `Fin.cases` separates new from old, and `fin_cases` runs through the matrix entries.

```lean
/-- Four explicit real matrices, labelled by two sites and two spins. -/
def ethyleneModes (p : Fin 2 × Fin 2) :=
  addMode (addMode (addMode (addMode (Fin.elim0 : Fin 0 → ℝ))))
    (finProdFinEquiv (m := 2) (n := 2) p)
```

Starting from the real numbers with no modes, four steps give four modes, labelled by two sites and two spins, as for the π system of ethylene.

```lean
/-- The explicit matrices for two sites and two spins obey the anticommutation relations. -/
theorem isCAR_witness : IsCAR ethyleneModes := by
  have h0 : IsCAR (Fin.elim0 : Fin 0 → ℝ) := ⟨fun p => p.elim0, fun p => p.elim0⟩
  have h := isCAR_addMode (isCAR_addMode (isCAR_addMode (isCAR_addMode h0)))
  exact ⟨fun p q => h.anti _ _, fun p q =>
    (h.mixed (finProdFinEquiv (m := 2) (n := 2) p)
      (finProdFinEquiv (m := 2) (n := 2) q)).trans
      (if_congr finProdFinEquiv.injective.eq_iff rfl rfl)⟩
```

The empty family satisfies the relations trivially, and the previous theorem is applied four times. The relations therefore have a concrete realisation.

## The Hamiltonian

```lean
variable [Algebra ℝ A]

/-- The occupation operator of a spin orbital. -/
def occ (c : ι × Fin 2 → A) (p : ι × Fin 2) : A := star (c p) * c p
```

Real multiples are now available in `A`, written `•`. A spin orbital is a pair $(i,s)$ with $s=0,1$ for the two spins, and its occupation is $n_{is}=c_{is}^*c_{is}$.

```lean
/-- The occupation operator of a site, summed over both spins. -/
def siteOcc (c : ι × Fin 2 → A) (i : ι) : A := occ c (i, 0) + occ c (i, 1)
```

The site occupation is $n_i=n_{i0}+n_{i1}$.

```lean
/-- The total electron number operator. -/
def number (c : ι × Fin 2 → A) : A := ∑ i, siteOcc c i
```

The electron number is $N[c]=\sum_i n_i$.

```lean
/-- The spin-independent hopping operator with resonance integrals `β i j`. -/
def hop (β : ι → ι → ℝ) (c : ι × Fin 2 → A) : A :=
  ∑ i, ∑ j, ∑ s, β i j • (star (c (i, s)) * c (j, s))
```

Hopping is $T_\beta[c]=\sum_{ijs}\beta_{ij}\,c_{is}^*c_{js}$. A diagonal element $\beta_{ii}$ acts as a site energy.

```lean
/-- The on-site repulsion `U` and the intersite repulsion `V`, written with occupations measured
from half filling; the `V` sum runs over all ordered pairs, including `i = j`, so a purely intersite
repulsion has `V i i = 0`. -/
def interaction (U : ι → ℝ) (V : ι → ι → ℝ) (c : ι × Fin 2 → A) : A :=
  ∑ i, U i • ((occ c (i, 0) - (1 / 2 : ℝ) • (1 : A)) * (occ c (i, 1) - (1 / 2 : ℝ) • (1 : A)))
    + ∑ i, ∑ j, V i j • ((siteOcc c i - 1) * (siteOcc c j - 1))
```

The repulsion is
$$W[c]=\sum_i U_i\left(n_{i0}-\tfrac12\right)\left(n_{i1}-\tfrac12\right)+\sum_{ij}V_{ij}(n_i-1)(n_j-1).$$
In units of the elementary charge, $n_i-1$ is minus the net charge of a site whose core has charge $+1$. Expanding the first term gives $U_in_{i0}n_{i1}$, a site energy $-U_i/2$ and a constant, so the centring also fixes the site levels. Because the second sum counts each pair in both orders, a repulsion conventionally counted once per pair enters as half its value in each order. The sum also includes $i=j$: the usual model has $V_{ii}=0$, and a nonzero $V_{ii}$ would add $2V_{ii}$ to $U_i$, together with a constant.

```lean
/-- The Pariser-Parr-Pople Hamiltonian. -/
def pppH (β : ι → ι → ℝ) (U : ι → ℝ) (V : ι → ι → ℝ) (c : ι × Fin 2 → A) : A :=
  hop β c + interaction U V c
```

The Hamiltonian is $H[c]=T_\beta[c]+W[c]$. The parameters $U_i$ and $V_{ij}$ are arbitrary real numbers.

## From electrons to holes

```lean
/-- The hole operators: creation operators multiplied by the real factor `e i` of their site. -/
def hole (e : ι → ℝ) (c : ι × Fin 2 → A) (p : ι × Fin 2) : A := e p.1 • star (c p)
```

Each site carries a real number $e_i$, and the hole operator is $d_{is}=e_ic_{is}^*$. The later assumption `he`, $e_i^2=1$, makes every $e_i$ a sign.

```lean
variable [StarModule ℝ A] {c : ι × Fin 2 → A} {e : ι → ℝ} {β : ι → ι → ℝ}

omit [Fintype ι] [DecidableEq ι] in
private theorem star_hole (p : ι × Fin 2) : star (hole e c p) = e p.1 • c p := by
  simp [hole]
```

`StarModule` says that the adjoint leaves real factors alone, hence $d_{is}^*=e_ic_{is}$.

```lean
/-- For site signs of square one, the hole operators obey the anticommutation relations
when the electron operators do. -/
theorem isCAR_hole (hc : IsCAR c) (he : ∀ i, e i * e i = 1) : IsCAR (hole e c) := by
  constructor
  · intro p q
    have h := congrArg star (hc.anti q p)
    simp only [star_add, star_mul, star_zero] at h
    calc _ = (e p.1 * e q.1) • (star (c p) * star (c q) + star (c q) * star (c p)) := by
          simp only [hole, smul_mul_smul_comm, smul_add, mul_comm (e q.1)]
      _ = 0 := by rw [h, smul_zero]
  · intro p q
    rw [star_hole]
    calc _ = (e p.1 * e q.1) • (c q * star (c p) + star (c p) * c q) := by
          simp only [hole, smul_mul_smul_comm, smul_add, mul_comm (e q.1)]
          abel
      _ = _ := by
          rw [hc.mixed]
          by_cases h : p = q
          · subst h
            simp [he]
          · simp [h, Ne.symm h]
```

For $p=(i,s)$ and $q=(j,t)$,
$$d_pd_q+d_qd_p=e_ie_j(c_qc_p+c_pc_q)^*=0,$$
$$d_pd_q^*+d_q^*d_p=e_ie_j(c_p^*c_q+c_qc_p^*)=e_ie_j\delta_{pq}=\delta_{pq}.$$
The `calc` blocks are these two lines: pull out the signs, then use the relations for $c$, named `hc`.

```lean
/-- If `c` obeys the anticommutation relations and the site signs have square one, the hole
occupation of a spin orbital is one minus its electron occupation. -/
theorem occ_hole (hc : IsCAR c) (he : ∀ i, e i * e i = 1) (p : ι × Fin 2) :
    occ (hole e c) p = 1 - occ c p := by
  have h := hc.mixed p p
  rw [if_pos rfl] at h
  unfold occ
  rw [star_hole, hole, smul_mul_smul_comm, he, one_smul]
  exact eq_sub_of_add_eq h
```

The hole occupation is $d_p^*d_p=e_i^2c_pc_p^*=1-c_p^*c_p$.

```lean
/-- If `c` obeys the anticommutation relations and the site signs have square one, the electron
repulsion has the same form in holes as in electrons. -/
theorem interaction_hole (hc : IsCAR c) (he : ∀ i, e i * e i = 1) (U : ι → ℝ)
    (V : ι → ι → ℝ) : interaction U V (hole e c) = interaction U V c := by
  -- every centred occupation changes sign, and they occur in pairs
  have h1 : ∀ p, occ (hole e c) p - (1 / 2 : ℝ) • (1 : A)
      = -(occ c p - (1 / 2 : ℝ) • (1 : A)) := by
    intro p
    rw [occ_hole hc he]
    module
  have h2 : ∀ i, siteOcc (hole e c) i - 1 = -(siteOcc c i - 1) := by
    intro i
    simp only [siteOcc, occ_hole hc he]
    abel
  simp only [interaction, h1, h2, neg_mul_neg]
```

Consequently $n_{is}-\frac12$ and $n_i-1$ both change sign. These are `h1` and `h2` in the proof. Every term of $W$ contains two such factors, so $W[d]=W[c]$.

```lean
/-- If `c` obeys the anticommutation relations, then for symmetric `β` and site signs of square one,
hopping of holes is a constant minus electron hopping with `β i j` multiplied by both site signs. -/
theorem hop_hole (hc : IsCAR c) (he : ∀ i, e i * e i = 1) (hβ : ∀ i j, β i j = β j i) :
    hop β (hole e c) = (2 * ∑ i, β i i) • (1 : A) - hop (fun i j => e i * e j * β i j) c := by
  have term : ∀ i j s, β i j • (star (hole e c (i, s)) * hole e c (j, s))
      = (if i = j then β i i else 0) • (1 : A)
        - (e i * e j * β i j) • (star (c (j, s)) * c (i, s)) := by
    intro i j s
    have h := eq_sub_of_add_eq (hc.mixed (i, s) (j, s))
    rw [star_hole, hole, smul_mul_smul_comm, h]
    by_cases hij : i = j
    · subst hij
      simp only [if_true, he]
      module
    · simp only [Prod.mk.injEq, hij, false_and, if_false]
      module
  simp only [hop, term, Finset.sum_sub_distrib]
  congr 1
  · simp only [Fin.sum_univ_two, ite_smul, zero_smul, Finset.sum_add_distrib,
      Finset.sum_ite_eq, Finset.mem_univ, if_true, ← Finset.sum_smul]
    module
  · refine Finset.sum_comm.trans ?_
    refine sum_congr rfl fun i _ => sum_congr rfl fun j _ => sum_congr rfl fun s _ => ?_
    simp only [hβ j i, mul_comm (e j)]
```

For one hopping term,
$$\beta_{ij}d_{is}^*d_{js}=e_ie_j\beta_{ij}c_{is}c_{js}^*=\beta_{ii}\delta_{ij}-e_ie_j\beta_{ij}c_{js}^*c_{is}.$$
This is the step `term`. Summing over both spins, exchanging the names $i$ and $j$ (`Finset.sum_comm`) and using $\beta_{ij}=\beta_{ji}$ gives
$$T_\beta[d]=2\sum_i\beta_{ii}-T_{\beta'}[c],\qquad \beta'_{ij}=e_ie_j\beta_{ij}.$$

```lean
/-- Particle-hole symmetry: if `c` obeys the anticommutation relations, then for site signs of
square one and symmetric `β` vanishing between sites of equal sign, the holes obey the
anticommutation relations, the Hamiltonian keeps its form, and the electron number `N` becomes
`2L - N` on `L` sites. -/
theorem particle_hole_symmetry (hc : IsCAR c) (he : ∀ i, e i * e i = 1)
    (hβ : ∀ i j, β i j = β j i) (hbip : ∀ i j, e i = e j → β i j = 0)
    (U : ι → ℝ) (V : ι → ι → ℝ) :
    IsCAR (hole e c) ∧ pppH β U V (hole e c) = pppH β U V c ∧
      number (hole e c) = 2 * (Fintype.card ι : A) - number c := by
  refine ⟨isCAR_hole hc he, ?_, ?_⟩
  · -- allowed hops join sites of opposite sign
    have hneg : (fun i j => e i * e j * β i j) = fun i j => -β i j := by
      funext i j
      by_cases h : e i = e j
      · simp [hbip i j h]
      · have hp : (e i - e j) * (e i + e j) = 0 := by linear_combination he i - he j
        have hs := (mul_eq_zero.mp hp).resolve_left (sub_ne_zero.mpr h)
        linear_combination (e j * β i j) * hs - β i j * he j
    have h0 : ∀ i, β i i = 0 := fun i => hbip i i rfl
    unfold pppH
    rw [interaction_hole hc he, hop_hole hc he hβ, hneg]
    congr 1
    simp only [h0, hop, neg_smul, Finset.sum_neg_distrib, Finset.sum_const_zero, mul_zero,
      zero_smul, zero_sub, neg_neg]
  · have h : ∀ i, siteOcc (hole e c) i = 2 - siteOcc c i := by
      intro i
      simp only [siteOcc, occ_hole hc he]
      have two : (2 : A) = 1 + 1 := one_add_one_eq_two.symm
      rw [two]
      abel
    simp only [number, h, Finset.sum_sub_distrib, Finset.sum_const, Finset.card_univ,
      nsmul_eq_mul]
    rw [(Nat.cast_commute (Fintype.card ι) (2 : A)).eq]
```

The new assumption `hbip` says that $\beta_{ij}=0$ whenever $e_i=e_j$. This is alternant hopping: the signs divide the sites into two sublattices, and resonance acts only between them. With $i=j$ it also gives $\beta_{ii}=0$, so the only site energies are those contained in the centred repulsion. A common site energy $\alpha$, as for equal carbon atoms, would add $\alpha N[c]$ to the Hamiltonian; this breaks the equality, but at fixed electron number it only shifts all energies by a constant. If $e_i\ne e_j$, then $e_i=-e_j$ and $e_ie_j=-1$; otherwise $\beta_{ij}=0$. Either way $\beta'_{ij}=-\beta_{ij}$, which is `hneg`. The case $i=j$ removes the constant, leaving $T_\beta[d]=T_\beta[c]$ and hence $H[d]=H[c]$. For the number,
$$N[d]=\sum_i(2-n_i)=2L-N[c].$$
In Lean, `Fintype.card ι` is $L$, read as a multiple of the identity. The conclusion joins the three statements by `∧`, "and".

## Alternant hopping is also necessary

```lean
omit [StarModule ℝ A] in
/-- If `c` obeys the anticommutation relations, the commutator of an annihilation operator with the
hopping operator is the sum of the annihilation operators of the same spin, weighted by the
resonance integrals. -/
theorem commutator_hop (hc : IsCAR c) (β : ι → ι → ℝ) (i : ι) (s : Fin 2) :
    c (i, s) * hop β c - hop β c * c (i, s) = ∑ j, β i j • c (j, s) := by
  have key : ∀ q r, c (i, s) * (star (c q) * c r) - star (c q) * c r * c (i, s)
      = (if (i, s) = q then 1 else 0) * c r := by
    intro q r
    calc _ = (c (i, s) * star (c q) + star (c q) * c (i, s)) * c r
          - star (c q) * (c (i, s) * c r + c r * c (i, s)) := by noncomm_ring
      _ = _ := by rw [hc.mixed, hc.anti, mul_zero, sub_zero]
  simp only [hop, Finset.mul_sum, Finset.sum_mul, ← Finset.sum_sub_distrib, mul_smul_comm,
    smul_mul_assoc, ← smul_sub, key]
  rw [Finset.sum_eq_single i]
  · refine sum_congr rfl fun j _ => ?_
    rw [Finset.sum_eq_single s]
    · simp
    · intro t _ ht
      simp [Ne.symm ht]
    · simp
  · intro k _ hk
    simp [Ne.symm hk]
  · simp
```

For any spin orbitals $q$ and $r$,
$$[c_{is},c_q^*c_r]=(c_{is}c_q^*+c_q^*c_{is})c_r-c_q^*(c_{is}c_r+c_rc_{is})=\delta_{(i,s),q}\,c_r.$$
This is `key`; `noncomm_ring` checks the regrouping without commuting any factors. Summing over the hopping terms gives $[c_{is},T_\beta[c]]=\sum_j\beta_{ij}c_{js}$.

```lean
/-- In a nontrivial algebra, for `c` obeying the anticommutation relations, symmetric `β` and site
signs of square one, the Hamiltonian keeps its form in holes exactly when `β` vanishes between sites
of equal sign. -/
theorem symmetry_iff_alternant [Nontrivial A] (hc : IsCAR c) (he : ∀ i, e i * e i = 1)
    (hβ : ∀ i j, β i j = β j i) (U : ι → ℝ) (V : ι → ι → ℝ) :
    pppH β U V (hole e c) = pppH β U V c ↔ ∀ i j, e i = e j → β i j = 0 := by
  refine ⟨fun h i j hij => ?_, fun h => (particle_hole_symmetry hc he hβ h U V).2.1⟩
  -- a hopping operator determines its resonance integrals
  have coeff : ∀ b : ι → ι → ℝ,
      (c (i, 0) * hop b c - hop b c * c (i, 0)) * star (c (j, 0))
        + star (c (j, 0)) * (c (i, 0) * hop b c - hop b c * c (i, 0)) = b i j • (1 : A) := by
    intro b
    rw [commutator_hop hc]
    simp only [Finset.sum_mul, Finset.mul_sum, ← Finset.sum_add_distrib, smul_mul_assoc,
      mul_smul_comm, ← smul_add, hc.mixed]
    simp
  unfold pppH at h
  rw [interaction_hole hc he] at h
  have hH := add_right_cancel h
  rw [hop_hole hc he hβ] at hH
  have hcm : ∀ (r : ℝ) (x y : A),
      x * (r • (1 : A) - y) - (r • (1 : A) - y) * x = -(x * y - y * x) := by
    intro r x y
    simp only [mul_sub, sub_mul, mul_smul_comm, smul_mul_assoc, mul_one, one_mul]
    abel
  have h1 := coeff β
  rw [← hH, hcm, neg_mul, mul_neg, ← neg_add, coeff] at h1
  have hee : e i * e j = 1 := by rw [hij, he]
  simp only [hee, one_mul] at h1
  have h2 : (2 * β i j) • (1 : A) = 0 := by
    rw [two_mul, add_smul, ← neg_eq_iff_add_eq_zero]
    exact h1
  have h3 := (smul_eq_zero.mp h2).resolve_right one_ne_zero
  linarith

end

end PPPParticleHole
```

The symbol `↔` means "if and only if". One direction is the previous symmetry theorem. For the other, anticommuting the last commutator with $c_{j0}^*$ recovers a single resonance integral:
$$[c_{i0},T_b[c]]\,c_{j0}^*+c_{j0}^*\,[c_{i0},T_b[c]]=b_{ij}\,1.$$
This is `coeff`, valid for any real matrix $b$. If $H[d]=H[c]$, the equal repulsions cancel, leaving
$$2\sum_k\beta_{kk}-T_{\beta'}[c]=T_\beta[c].$$
The constant commutes with everything, so applying the same two brackets to both sides gives $-e_ie_j\beta_{ij}=\beta_{ij}$. For $e_i=e_j$ this reads $2\beta_{ij}=0$. `Nontrivial A` supplies $1\ne0$, needed to pass from an equation in the algebra to one between numbers.

The equivalence concerns this substitution with the given signs. In a three-membered ring with all three resonance integrals nonzero, two sites must share a sign, so no choice of signs works.

## A unitary version, and a change of one spin

The transformation could also be modelled as a unitary operator $R$ on the finite Fock space, with $Rc_pR^*=d_p$. That would require constructing $R$, but the symmetry would then say that $R$ commutes with $H$ and exchanges the sectors with $N$ and $2L-N$ electrons. In this finite model with one orbital per site and alternant hopping, a cation and an anion with opposite charges would thus have the same energy spectrum. If a common site energy were added, the two spectra would differ by a constant, and the excitation energies would still agree.

The same argument also applies to one spin alone. Set $V=0$, keep alternant hopping, and replace only the operators of spin $1$ by holes. Hopping is unchanged, while just one factor in each $U_i$ term changes sign, so the repulsive Hubbard model turns into the attractive one.

```lean
#print axioms PPPParticleHole.particle_hole_symmetry
#print axioms PPPParticleHole.symmetry_iff_alternant
```

```
'PPPParticleHole.particle_hole_symmetry' depends on axioms: [propext, Classical.choice, Quot.sound]
'PPPParticleHole.symmetry_iff_alternant' depends on axioms: [propext, Classical.choice, Quot.sound]
```
